# At two spin orbitals per electron, the N−1 and N+1 particle sectors grow by a factor tending to 4 per added electron

## Does fixing the particle number slow the growth?

I have a half-filled Hubbard chain with N sites: N electrons in 2N spin orbitals. I get its one-particle Green's function from the Lehmann representation, by fully diagonalising the sectors with N−1 and N+1 electrons. Each further site brings one electron and two spin orbitals, so the whole Fock space grows by a factor of 4. But I fully diagonalise only two of its 2N+1 particle-number sectors; the N-electron sector just supplies the ground state. Does that restriction give me a growth factor that stays clearly below 4?

## The limiting factor is still 4

No. The factor is below 4 from N = 2 onwards, but it tends to 4. The two sectors together always hold at least a fraction 1/(N+1) of the 4^N Fock-space dimensions.

A k-electron configuration is a choice of k occupied orbitals out of M, so the k-particle sector has dimension C(M,k), the binomial coefficient. Let D(N) be the joint dimension of your two sectors. Exchanging occupied and empty orbitals shows that they are equally large:

C(2N,N−1) = C(2N,N+1).

Neighbouring binomials satisfy (N+1)·C(2N,N+1) = N·C(2N,N). Hence, for N ≥ 1,

D(N) = 2·C(2N,N+1) = (2N/(N+1))·C(2N,N).

For the lower bound, add up all C(2N,j) for j = 0, …, 2N, which gives 4^N. The two end terms sum to 2, which is at most C(2N,N). Each of the other 2N−1 terms is also at most C(2N,N). Therefore

4^N ≤ 2N·C(2N,N) = (N+1)·D(N), so D(N) ≥ 4^N/(N+1).

For the growth factor, use (N+1)·C(2N+2,N+1) = 2(2N+1)·C(2N,N), which follows from writing out the factorials. Inserting it into the closed form gives

D(N+1)/D(N) = 2(2N+1)(N+1)/(N(N+2)).

Its distances from 4 and from 4 − 2/N are

4 − D(N+1)/D(N) = 2(N−1)/(N(N+2)),

D(N+1)/D(N) − (4 − 2/N) = 6/(N(N+2)).

So the ratio lies between 4 − 2/N and 4, and both bounds tend to 4.

**Two, three and one sites.** For N = 2 the sectors have dimensions C(4,1) = 4 and C(4,3) = 4, so D(2) = 8, above the bound 16/3. For N = 3 they have dimensions 15 and 15, so D(3) = 30, above the bound 16. The growth factor is 30/8 = 3.75. For N = 1 only the vacuum and the doubly occupied state remain, so D(1) = 2 and D(2)/D(1) is exactly 4. The strict inequality therefore fails if N ≥ 2 is relaxed to N ≥ 1.

### What the Lean statements say about the electrons

`Fock M` assigns a complex amplitude to every finite set of occupied orbitals, with the orbitals labelled by `Fin M`. This is the occupation-number representation. Fermionic exclusion is built in, because an orbital is either in the set or not. The ordering signs of creation operators play no role in the number operator, so they do not appear.

`numberOp M` multiplies each amplitude by the number of occupied orbitals, and `sector M k` is its eigenspace at `k`. The quantity D(N) is `lehmannDim N`, the sum of the two complex dimensions given by `Module.finrank`. The binomial formula is thus derived from the operator.

The theorems `lehmannDim_eq`, `four_pow_div_le_lehmannDim` and `growth_eq` give the closed form, the lower bound and the exact ratio, each for N ≥ 1. `growth_lt_four` gives the strict bound for N ≥ 2, and `tendsto_growth` the limit. At N = 0 the closed form fails: subtraction of natural numbers stops at zero, so `lehmannDim 0` counts the vacuum and equals 1, while the formula gives 0.

No Hamiltonian or Green's function enters. For a particle-conserving Hamiltonian in this finite orbital basis, D(N) is the number of intermediate states in a full Lehmann sum before spin or spatial symmetry is used. Some of these states may have zero weight in the Green's function, and a method that avoids listing them all is not bound by this count.

```lean
import Mathlib

open Filter Topology

namespace LehmannCost

noncomputable section

/-- Fermionic Fock space over `M` spin orbitals: a complex amplitude for every set of
occupied orbitals. -/
abbrev Fock (M : ℕ) := Finset (Fin M) → ℂ

/-- The particle-number operator multiplies the amplitude of each configuration by its number
of occupied spin orbitals. -/
def numberOp (M : ℕ) : Module.End ℂ (Fock M) where
  toFun ψ := fun s => (s.card : ℂ) * ψ s
  map_add' ψ φ := by
    funext s
    simp only [Pi.add_apply]
    ring
  map_smul' c ψ := by
    funext s
    simp only [Pi.smul_apply, smul_eq_mul, RingHom.id_apply]
    ring

/-- The `k`-particle sector is the eigenspace of the number operator at `k`. -/
def sector (M k : ℕ) : Submodule ℂ (Fock M) :=
  Module.End.eigenspace (numberOp M) (k : ℂ)

/-- A state lies in the `k`-particle sector exactly when its amplitude vanishes on every
configuration whose particle number differs from `k`. -/
theorem mem_sector {M k : ℕ} {ψ : Fock M} :
    ψ ∈ sector M k ↔ ∀ s : Finset (Fin M), s.card ≠ k → ψ s = 0 := by
  rw [sector, Module.End.mem_eigenspace_iff]
  constructor
  · intro h s hs
    have h1 : (s.card : ℂ) * ψ s = (k : ℂ) * ψ s := congrFun h s
    have h2 : ((s.card : ℂ) - k) * ψ s = 0 := by linear_combination h1
    exact (mul_eq_zero.mp h2).resolve_left (sub_ne_zero.mpr (by exact_mod_cast hs))
  · intro h
    funext s
    change (s.card : ℂ) * ψ s = (k : ℂ) * ψ s
    by_cases hs : s.card = k
    · rw [hs]
    · rw [h s hs, mul_zero, mul_zero]

/-- A state of the `k`-particle sector is the same as a free choice of amplitudes on the
`k`-particle configurations. -/
def sectorEquiv (M k : ℕ) :
    sector M k ≃ₗ[ℂ] ({s : Finset (Fin M) // s.card = k} → ℂ) where
  toFun ψ := fun s => ψ.1 s.1
  map_add' _ _ := rfl
  map_smul' _ _ := rfl
  invFun f := ⟨fun s => if h : s.card = k then f ⟨s, h⟩ else 0,
    mem_sector.2 fun _ hs => dif_neg hs⟩
  left_inv ψ := by
    apply Subtype.ext
    funext s
    by_cases h : s.card = k
    · exact dif_pos h
    · exact (dif_neg h).trans (mem_sector.1 ψ.2 s h).symm
  right_inv f := by
    funext s
    exact dif_pos s.2

/-- The sector of `k` fermions in `M` spin orbitals has dimension `M` choose `k`. -/
theorem finrank_sector (M k : ℕ) : Module.finrank ℂ (sector M k) = M.choose k := by
  rw [(sectorEquiv M k).finrank_eq, Module.finrank_fintype_fun_eq_card,
    Fintype.card_finset_len, Fintype.card_fin]

/-- For `N ≥ 1` fermions in `2N` spin orbitals, the joint dimension of the sectors with one
particle removed and one particle added. -/
def lehmannDim (N : ℕ) : ℕ :=
  Module.finrank ℂ (sector (2 * N) (N - 1)) + Module.finrank ℂ (sector (2 * N) (N + 1))

/-- For `N ≥ 1`, the joint dimension times `N + 1` is `2N` times the central binomial
coefficient, an identity between whole numbers. -/
theorem lehmannDim_mul {N : ℕ} (hN : 1 ≤ N) :
    lehmannDim N * (N + 1) = 2 * N * N.centralBinom := by
  -- particle-hole symmetry: both sectors are equally large
  have h1 : (2 * N).choose (N - 1) = (2 * N).choose (N + 1) :=
    Nat.choose_symm_of_eq_add (by omega)
  have h2 : (2 * N).choose (N + 1) * (N + 1) = (2 * N).choose N * N := by
    have h := Nat.choose_succ_right_eq (2 * N) N
    rwa [show 2 * N - N = N by omega] at h
  rw [lehmannDim, finrank_sector, finrank_sector, h1, Nat.centralBinom_eq_two_mul_choose]
  linarith

/-- For `N ≥ 1` fermions in `2N` spin orbitals, the two sectors together have dimension
`2N/(N+1)` times `2N` choose `N`. -/
theorem lehmannDim_eq {N : ℕ} (hN : 1 ≤ N) :
    (lehmannDim N : ℝ) = 2 * N / (N + 1) * ((2 * N).choose N : ℝ) := by
  have h : (lehmannDim N : ℝ) * (N + 1) = 2 * N * (N.centralBinom : ℝ) := by
    exact_mod_cast lehmannDim_mul hN
  rw [Nat.centralBinom_eq_two_mul_choose] at h
  have hpos : (N : ℝ) + 1 ≠ 0 := by positivity
  rw [div_mul_eq_mul_div, eq_div_iff hpos]
  exact h

/-- For `N ≥ 1`, the two sectors together have dimension at least `4^N/(N+1)`. -/
theorem four_pow_div_le_lehmannDim {N : ℕ} (hN : 1 ≤ N) :
    (4 : ℝ) ^ N / (N + 1) ≤ lehmannDim N := by
  have h : 4 ^ N ≤ lehmannDim N * (N + 1) := by
    rw [lehmannDim_mul hN]
    exact Nat.four_pow_le_two_mul_self_mul_centralBinom N hN
  have hpos : (0 : ℝ) < (N : ℝ) + 1 := by positivity
  rw [div_le_iff₀ hpos]
  exact_mod_cast h

/-- For `N ≥ 1`, adding one electron and two spin orbitals multiplies the joint dimension by
exactly `2(2N+1)(N+1)/(N(N+2))`. -/
theorem growth_eq {N : ℕ} (hN : 1 ≤ N) :
    (lehmannDim (N + 1) : ℝ) / lehmannDim N
      = 2 * (2 * N + 1) * (N + 1) / (N * (N + 2)) := by
  have hD : (lehmannDim N : ℝ) * (N + 1) = 2 * N * (N.centralBinom : ℝ) := by
    exact_mod_cast lehmannDim_mul hN
  have hD' : (lehmannDim (N + 1) : ℝ) * (N + 1 + 1)
      = 2 * (N + 1) * ((N + 1).centralBinom : ℝ) := by
    exact_mod_cast lehmannDim_mul (Nat.le_add_left 1 N)
  -- recursion of the central binomial coefficients
  have hc : ((N : ℝ) + 1) * ((N + 1).centralBinom : ℝ)
      = 2 * (2 * N + 1) * (N.centralBinom : ℝ) := by
    exact_mod_cast Nat.succ_mul_centralBinom_succ N
  have hN0 : (0 : ℝ) < N := by exact_mod_cast hN
  have hpos : (0 : ℝ) < lehmannDim N :=
    lt_of_lt_of_le (by positivity) (four_pow_div_le_lehmannDim hN)
  have hden : (N : ℝ) * (N + 2) ≠ 0 := by positivity
  rw [div_eq_div_iff hpos.ne' hden]
  linear_combination (N : ℝ) * hD' + 2 * (N : ℝ) * hc - 2 * (2 * (N : ℝ) + 1) * hD

/-- For `N ≥ 2`, adding one electron and two spin orbitals multiplies the joint dimension by
strictly less than four. -/
theorem growth_lt_four {N : ℕ} (hN : 2 ≤ N) :
    (lehmannDim (N + 1) : ℝ) / lehmannDim N < 4 := by
  have h2 : (2 : ℝ) ≤ N := by exact_mod_cast hN
  have hden : (0 : ℝ) < (N : ℝ) * (N + 2) := by positivity
  rw [growth_eq (by omega), div_lt_iff₀ hden]
  nlinarith

/-- At half filling, the factor by which one more electron and two more spin orbitals enlarge
the joint dimension of the two sectors tends to four as `N` grows. -/
theorem tendsto_growth :
    Tendsto (fun N : ℕ => (lehmannDim (N + 1) : ℝ) / lehmannDim N) atTop (𝓝 4) := by
  have hlow : Tendsto (fun N : ℕ => (4 : ℝ) - 2 / (N : ℝ)) atTop (𝓝 4) := by
    simpa using (tendsto_const_div_atTop_nhds_zero_nat (2 : ℝ)).const_sub 4
  -- squeeze the ratio between 4 - 2/N and 4
  refine tendsto_of_tendsto_of_tendsto_of_le_of_le' hlow tendsto_const_nhds ?_ ?_
  · filter_upwards [eventually_ge_atTop 1] with N hN
    have hN0 : (0 : ℝ) < N := by exact_mod_cast hN
    have hden : (0 : ℝ) < (N : ℝ) * (N + 2) := by positivity
    have e : 2 / (N : ℝ) * N = 2 := div_mul_cancel₀ _ hN0.ne'
    have e2 : (4 - 2 / (N : ℝ)) * (N * (N + 2)) = (4 * N - 2) * (N + 2) := by
      linear_combination (-((N : ℝ) + 2)) * e
    rw [growth_eq hN, le_div_iff₀ hden, e2]
    nlinarith
  · filter_upwards [eventually_ge_atTop 2] with N hN
    exact (growth_lt_four hN).le

end

end LehmannCost
```

```lean
#print axioms LehmannCost.lehmannDim_eq
-- 'LehmannCost.lehmannDim_eq' depends on axioms: [propext, Classical.choice, Quot.sound]
#print axioms LehmannCost.tendsto_growth
-- 'LehmannCost.tendsto_growth' depends on axioms: [propext, Classical.choice, Quot.sound]
```

### From the number operator to the limit

`mem_sector` compares amplitudes in the eigenvalue equation. For a configuration s with |s| electrons it reads (|s| − k)·ψ(s) = 0, so ψ(s) vanishes unless |s| = k. `sectorEquiv` then restricts a state to the k-particle configurations; its inverse extends the amplitudes by zero. `finrank_sector` counts those configurations.

`lehmannDim_mul` contains the particle-hole step (`h1`) and the neighbouring-binomial step (`h2`). It states the closed form multiplied by N+1, so that it stays among whole numbers, and `lehmannDim_eq` divides over the reals. The lower bound combines the same identity with Mathlib's inequality 4^N ≤ 2N·C(2N,N), which was derived above by summing the binomials.

In `growth_eq`, `hD` and `hD'` are the closed forms at N and N+1, and `hc` is the recursion for central binomials. The lower bound supplies D(N) > 0, which permits clearing the denominators; `linear_combination` then eliminates the binomials. `growth_lt_four` clears the denominator again and leaves a polynomial inequality to `nlinarith`.

Finally, `tendsto_growth` applies the squeeze theorem. The lower bound 4 − 2/N is checked for N ≥ 1 and the upper bound 4 for N ≥ 2, which suffices because a limit depends only on large N.
